# Off its axis, a uniformly charged rod has confocal ellipses as equipotentials

A thin straight rod carries a fixed, uniform charge. Far away its equipotentials are nearly spheres, and close to the rod they must stretch along it. What shape do they have in between?

Place the rod on the axis of cylindrical coordinates, from height $-a$ to height $a$ with $a>0$, and look at a point $(\rho,z)$ with $\rho>0$. In the half-plane through the axis and this point, the equipotentials turn out to be arcs of ellipses with their foci at the rod ends. Rotation about the axis makes them prolate spheroids.

In Lean 4 with Mathlib:

```lean
import Mathlib

open Real

namespace UniformRod

noncomputable section
```

## The rod as a Coulomb integral

The distance from $(\rho,z)$ to the axis point at height $s$ is
$$R(s)=\sqrt{\rho^2+(z-s)^2}.$$

```lean
/-- Distance from the point with cylindrical coordinates `(ρ, z)` to the point at height `s`
on the axis. -/
def axisDist (ρ z s : ℝ) : ℝ := √(ρ ^ 2 + (z - s) ^ 2)
```

In Gaussian units, with unit charge per length and the potential zero at infinity, Coulomb's law and superposition give
$$\phi(\rho,z)=\int_{-a}^{a}\frac{ds}{R(s)}.$$

```lean
/-- Coulomb potential at `(ρ, z)` of a rod of unit line charge density that occupies the
segment from `-a` to `a` of the axis (Gaussian units). -/
def rodPotential (a ρ z : ℝ) : ℝ := ∫ s in (-a)..a, 1 / axisDist ρ z s
```

This definition is where the physics enters. The rod has no thickness, and its charge is prescribed, not free to move as in a conductor. For a line density $\lambda$ the potential is multiplied by $\lambda$.

A potential value $V$ will be matched with the length
$$c=a\,\frac{e^V+1}{e^V-1},$$
whose origin appears in the last step.

```lean
/-- The length `a (e^V + 1) / (e^V - 1)` attached to a rod of half-length `a` and a potential
value `V ≠ 0`. -/
def levelSemiAxis (a V : ℝ) : ℝ := a * (exp V + 1) / (exp V - 1)
```

## Distances off the axis

The square of the distance is $R(s)^2=\rho^2+(z-s)^2$.

```lean
theorem axisDist_sq (ρ z s : ℝ) : axisDist ρ z s ^ 2 = ρ ^ 2 + (z - s) ^ 2 :=
  Real.sq_sqrt (by positivity)
```

Since $\rho^2>0$, it follows that $R(s)>|z-s|$.

```lean
/-- Off the axis, the distance to an axis point exceeds the separation along the axis. -/
theorem abs_lt_axisDist {ρ : ℝ} (hρ : 0 < ρ) (z s : ℝ) : |z - s| < axisDist ρ z s := by
  rw [axisDist, Real.lt_sqrt (abs_nonneg _), sq_abs]
  linarith [pow_pos hρ 2]
```

Write $r_1=R(a)$ and $r_2=R(-a)$ for the distances to the rod ends; in the code they are `axisDist ρ z a` and `axisDist ρ z (-a)`. Then $r_1>a-z$ and $r_2>z+a$ add up to $r_1+r_2>2a$. The opposite signs, $r_1>z-a$ and $r_2>-a-z$, give $r_1+r_2>-2a$. Hence $r_1+r_2>|2a|$.

```lean
/-- Strict triangle inequality: off the axis, the distances to the two rod ends add up to more
than the length of the rod. -/
theorem abs_lt_sum_dist {ρ : ℝ} (hρ : 0 < ρ) (a z : ℝ) :
    |2 * a| < axisDist ρ z a + axisDist ρ z (-a) := by
  have h1 := abs_lt.mp (abs_lt_axisDist hρ z a)
  have h2 := abs_lt.mp (abs_lt_axisDist hρ z (-a))
  rw [abs_lt]
  constructor <;> linarith [h1.1, h1.2, h2.1, h2.2]
```

## Integrating the kernel

The bound $R(s)>|z-s|$ makes $s-z+R(s)$ positive, so its logarithm can be differentiated. With $R'(s)=(s-z)/R(s)$,
$$\frac{d}{ds}\ln\bigl(s-z+R(s)\bigr)=\frac{1+(s-z)/R(s)}{s-z+R(s)}=\frac1{R(s)}.$$

```lean
/-- Off the axis, `ln (s - z + R(s))` is an antiderivative of the Coulomb kernel `1 / R(s)`,
where `R(s)` is the distance to the axis point at height `s`. -/
theorem hasDerivAt_log_axisDist {ρ : ℝ} (hρ : 0 < ρ) (z s : ℝ) :
    HasDerivAt (fun t => Real.log (t - z + axisDist ρ z t)) (1 / axisDist ρ z s) s := by
  have hR := abs_lt_axisDist hρ z s
  have hpos : 0 < axisDist ρ z s := (abs_nonneg _).trans_lt hR
  have hne : 0 < s - z + axisDist ρ z s := by linarith [(abs_lt.mp hR).2]
  have hq : HasDerivAt (fun t => ρ ^ 2 + (z - t) ^ 2) (2 * (s - z)) s := by
    have e : (fun t : ℝ => ρ ^ 2 + (z - t) ^ 2) = fun t => ρ ^ 2 + (z - t) * (z - t) := by
      funext t
      ring
    have h := (hasDerivAt_id' s).const_sub z
    rw [e]
    exact ((h.fun_mul h).const_add (ρ ^ 2)).congr_deriv (by ring)
  have hq0 : ρ ^ 2 + (z - s) ^ 2 ≠ 0 := by positivity
  have hs : HasDerivAt (fun t => axisDist ρ z t)
      (2 * (s - z) / (2 * axisDist ρ z s)) s := hq.sqrt hq0
  have hl := (((hasDerivAt_id' s).sub_const z).fun_add hs).log hne.ne'
  refine hl.congr_deriv ?_
  rw [mul_div_mul_left _ _ (two_ne_zero : (2 : ℝ) ≠ 0), one_add_div hpos.ne',
    add_comm (axisDist ρ z s), div_right_comm, div_self hne.ne']
```

The proof applies the chain rule from the inside out: `hq` differentiates the radicand, `hs` the root and `hl` the logarithm. The closing rewrite is the cancellation above.

The fundamental theorem of calculus now gives
$$\phi=\ln\frac{a-z+r_1}{-a-z+r_2}.$$
To reach a form symmetric in the two ends, set $S=r_1+r_2$ and compare this ratio with $(S+2a)/(S-2a)$. Both denominators are positive, and the cross-multiplied difference is
$$(a-z+r_1)(S-2a)-(S+2a)(-a-z+r_2)=r_1^2-r_2^2+4az.$$
This vanishes, because $r_1^2-r_2^2=(z-a)^2-(z+a)^2=-4az$. Therefore
$$\phi=\ln\frac{r_1+r_2+2a}{r_1+r_2-2a}.$$

```lean
/-- Potential of the uniform rod: at every point off the axis it is
`ln ((r₁ + r₂ + 2a) / (r₁ + r₂ - 2a))`, with `r₁` and `r₂` the distances to the rod ends. -/
theorem rodPotential_eq_log {ρ : ℝ} (hρ : 0 < ρ) (a z : ℝ) :
    rodPotential a ρ z =
      Real.log ((axisDist ρ z a + axisDist ρ z (-a) + 2 * a) /
        (axisDist ρ z a + axisDist ρ z (-a) - 2 * a)) := by
  have hS := abs_lt.mp (abs_lt_sum_dist hρ a z)
  have h1 : 0 < a - z + axisDist ρ z a := by
    linarith [(abs_lt.mp (abs_lt_axisDist hρ z a)).2]
  have h2 : 0 < -a - z + axisDist ρ z (-a) := by
    linarith [(abs_lt.mp (abs_lt_axisDist hρ z (-a))).2]
  have h3 : 0 < axisDist ρ z a + axisDist ρ z (-a) - 2 * a := by linarith [hS.2]
  have hc : Continuous fun s => 1 / axisDist ρ z s := by
    refine continuous_const.div ?_ fun s =>
      ((abs_nonneg _).trans_lt (abs_lt_axisDist hρ z s)).ne'
    unfold axisDist
    fun_prop
  -- fundamental theorem of calculus
  rw [rodPotential, intervalIntegral.integral_eq_sub_of_hasDerivAt
    (fun s _ => hasDerivAt_log_axisDist hρ z s) (hc.intervalIntegrable _ _),
    ← Real.log_div h1.ne' h2.ne']
  congr 1
  -- the symmetric form follows from r₁² - r₂² = -4az
  rw [div_eq_div_iff h2.ne' h3.ne']
  linear_combination axisDist_sq ρ z a - axisDist_sq ρ z (-a)
```

In the code, `hc` supplies the continuity that makes the kernel integrable, and the final `linear_combination` subtracts the two squared distances. The theorem puts no sign condition on $a$: at $a=0$ both sides vanish, and for negative $a$ the integral is the oriented one. The physical rod has $a>0$.

The formula can serve as a reference value for a simulation code that replaces a rod by point charges, provided that the rod is isolated, uniformly charged and without periodic images.

## One number fixes the potential

The position enters only through $S$. Let $c>a>0$. The logarithm is injective on positive numbers, so $\phi=\ln\frac{c+a}{c-a}$ holds exactly when
$$(S+2a)(c-a)=(c+a)(S-2a).$$
Expanding leaves $4ac=2aS$, and division by $2a$ gives $S=2c$.

```lean
/-- For `0 < a < c`, a point off the axis has potential `ln ((c + a) / (c - a))` exactly when
its distances to the rod ends add up to `2c`. -/
theorem rodPotential_eq_iff_sum {a c ρ : ℝ} (ha : 0 < a) (hac : a < c) (hρ : 0 < ρ) (z : ℝ) :
    rodPotential a ρ z = Real.log ((c + a) / (c - a)) ↔
      axisDist ρ z a + axisDist ρ z (-a) = 2 * c := by
  have hS := abs_lt.mp (abs_lt_sum_dist hρ a z)
  have h1 : 0 < axisDist ρ z a + axisDist ρ z (-a) + 2 * a := by linarith [hS.1]
  have h2 : 0 < axisDist ρ z a + axisDist ρ z (-a) - 2 * a := by linarith [hS.2]
  have h3 : 0 < c + a := by linarith
  have h4 : 0 < c - a := by linarith
  rw [rodPotential_eq_log hρ a z,
    Real.log_injOn_pos.eq_iff (Set.mem_Ioi.2 (div_pos h1 h2)) (Set.mem_Ioi.2 (div_pos h3 h4)),
    div_eq_div_iff h2.ne' h4.ne']
  constructor
  · intro h
    apply mul_left_cancel₀ ha.ne'
    linear_combination -h / 2
  · intro h
    linear_combination -2 * a * h
```

Here `Real.log_injOn_pos` removes the logarithms, and `mul_left_cancel₀` is the division by the non-zero $a$.

For a second point $(\rho',z')$ off the axis, with distance sum $S'$, take $c=S'/2$, which exceeds $a$ by the strict triangle inequality. The two potentials are then equal exactly when $S=S'$.

```lean
/-- Two points off the axis have the same potential exactly when their distances to the two
ends of the rod, of half-length `a > 0`, have the same sum. -/
theorem equipotential_iff {a ρ ρ' : ℝ} (ha : 0 < a) (hρ : 0 < ρ) (hρ' : 0 < ρ') (z z' : ℝ) :
    rodPotential a ρ z = rodPotential a ρ' z' ↔
      axisDist ρ z a + axisDist ρ z (-a) = axisDist ρ' z' a + axisDist ρ' z' (-a) := by
  have hS := (abs_lt.mp (abs_lt_sum_dist hρ' a z')).2
  have hc : a < (axisDist ρ' z' a + axisDist ρ' z' (-a)) / 2 := by linarith
  have h' := (rodPotential_eq_iff_sum ha hc hρ' z').2 (by ring)
  rw [h', rodPotential_eq_iff_sum ha hc hρ z]
  constructor <;> intro h <;> linarith
```

## From two foci to the Cartesian equation

A constant sum of distances to two points is the focal description of an ellipse. Suppose $r_1+r_2=2c$ with $c>a\ge 0$. Squaring $r_2=2c-r_1$ and using $r_2^2-r_1^2=4az$ gives
$$c\,r_1=c^2-az.$$
Squaring once more,
$$c^2\rho^2+(c^2-a^2)z^2=c^2(c^2-a^2),$$
and division by the right-hand side yields
$$\frac{\rho^2}{c^2-a^2}+\frac{z^2}{c^2}=1.$$

Conversely, this equation forces $|z|\le c$, so $c^2-az$ and $c^2+az$ are non-negative. It also gives $r_1^2=\bigl((c^2-az)/c\bigr)^2$ and $r_2^2=\bigl((c^2+az)/c\bigr)^2$. Taking non-negative roots,
$$r_1+r_2=\frac{c^2-az}{c}+\frac{c^2+az}{c}=2c.$$

```lean
/-- For `0 ≤ a < c`, the points whose distances to `(0, a)` and `(0, -a)` add up to `2c` form
the ellipse with semi-axis `c` along the rod and squared semi-axis `c² - a²` across it. -/
theorem sum_dist_iff_ellipse {a c : ℝ} (ha : 0 ≤ a) (hac : a < c) (ρ z : ℝ) :
    axisDist ρ z a + axisDist ρ z (-a) = 2 * c ↔
      ρ ^ 2 / (c ^ 2 - a ^ 2) + z ^ 2 / c ^ 2 = 1 := by
  have hc : 0 < c := by linarith
  have hd : 0 < c ^ 2 - a ^ 2 := by nlinarith
  have hc2 : 0 < c ^ 2 := by positivity
  rw [div_add_div _ _ hd.ne' hc2.ne', div_eq_one_iff_eq (mul_pos hd hc2).ne']
  constructor
  · intro h
    have h1 := axisDist_sq ρ z a
    have h2 := axisDist_sq ρ z (-a)
    have hr : axisDist ρ z (-a) = 2 * c - axisDist ρ z a := by linarith
    rw [hr] at h2
    -- the focal distance is linear in z
    have hk : c * axisDist ρ z a = c ^ 2 - a * z := by linear_combination (h1 - h2) / 4
    linear_combination (c * axisDist ρ z a + c ^ 2 - a * z) * hk - c ^ 2 * h1
  · intro h
    have hz2 : z ^ 2 ≤ c ^ 2 := by
      refine le_of_mul_le_mul_left ?_ hd
      linarith [mul_nonneg (sq_nonneg ρ) (sq_nonneg c)]
    have hz : z ≤ c := by nlinarith
    have hz' : 0 ≤ z + c := by nlinarith
    have p1 : 0 ≤ c ^ 2 - a * z := by
      nlinarith [mul_nonneg ha (sub_nonneg.2 hz), mul_pos hc (sub_pos.2 hac)]
    have p2 : 0 ≤ c ^ 2 + a * z := by
      nlinarith [mul_nonneg ha hz', mul_pos hc (sub_pos.2 hac)]
    have h1 : axisDist ρ z a = (c ^ 2 - a * z) / c := by
      rw [axisDist, ← Real.sqrt_sq (div_nonneg p1 hc.le)]
      congr 1
      rw [div_pow, eq_div_iff hc2.ne']
      linear_combination h
    have h2 : axisDist ρ z (-a) = (c ^ 2 + a * z) / c := by
      rw [axisDist, ← Real.sqrt_sq (div_nonneg p2 hc.le)]
      congr 1
      rw [div_pow, eq_div_iff hc2.ne']
      linear_combination h
    rw [h1, h2, ← add_div, div_eq_iff hc.ne']
    ring
```

This is pure geometry, and it holds for every real $\rho$; at $a=0$ the curve is a circle of radius $c$. In the proof `hk` is the linear relation for $r_1$, while `p1` and `p2` are the sign conditions that justify the roots.

## The ellipse belonging to a given potential

For $V>0$, solve
$$\frac{c+a}{c-a}=e^V$$
for $c$. This gives $c(e^V-1)=a(e^V+1)$, the length defined at the start, and $c>a$ because $e^V+1>e^V-1>0$. The two preceding equivalences then combine: a point off the axis has potential $V$ exactly when it lies on the ellipse with this $c$. The squared semi-axes differ by $c^2-(c^2-a^2)=a^2$ for every $V$, so the foci stay at the rod ends and the ellipses are confocal.

```lean
/-- For a rod of half-length `a > 0` and any value `V > 0`, a point off the axis has potential
`V` exactly when it lies on the ellipse with foci at the rod ends and semi-axis
`c = a (e^V + 1) / (e^V - 1)` along the rod. -/
theorem equipotential_ellipse {a V ρ : ℝ} (ha : 0 < a) (hV : 0 < V) (hρ : 0 < ρ) (z : ℝ) :
    rodPotential a ρ z = V ↔
      ρ ^ 2 / (levelSemiAxis a V ^ 2 - a ^ 2) + z ^ 2 / levelSemiAxis a V ^ 2 = 1 := by
  have hd : 0 < exp V - 1 := sub_pos.2 (Real.one_lt_exp_iff.2 hV)
  have hac : a < levelSemiAxis a V := by
    rw [levelSemiAxis, lt_div_iff₀ hd]
    linarith
  have hm : levelSemiAxis a V * (exp V - 1) = a * (exp V + 1) :=
    div_mul_cancel₀ _ hd.ne'
  -- the semi-axis solves (c + a) / (c - a) = e^V
  have hq : (levelSemiAxis a V + a) / (levelSemiAxis a V - a) = exp V := by
    rw [div_eq_iff (sub_pos.2 hac).ne']
    linear_combination -hm
  have h := (rodPotential_eq_iff_sum ha hac hρ z).trans (sum_dist_iff_ellipse ha.le hac ρ z)
  rwa [hq, Real.log_exp] at h

end

end UniformRod
```

The code chains the equivalences with `.trans`, and `hq` turns the logarithm into $V$. The hypothesis `0 < ρ` excludes the whole axis, including the points beyond the rod ends, where the potential is finite.

```lean
#print axioms UniformRod.equipotential_iff
#print axioms UniformRod.equipotential_ellipse
```

```
'UniformRod.equipotential_iff' depends on axioms: [propext, Classical.choice, Quot.sound]
'UniformRod.equipotential_ellipse' depends on axioms: [propext, Classical.choice, Quot.sound]
```
